# If AB = qBA, then A^m B^n = q^(mn) B^n A^m, and (A+B)³ = A³ + B³ when 1 + q + q² = 0

Two operators that commute up to a phase, such as lattice translations in a magnetic field, are modelled here as elements A and B of an arbitrary algebra, with the phase q taken from a commutative ring of scalars. Matrix size, Hermiticity and unitarity play no part; the only input is the relation

AB = q BA.

For all natural numbers m and n it follows that

A^m B^n = q^(mn) B^n A^m.

If in addition 1 + q + q² = 0, then

(A+B)³ = A³ + B³.

Over the complex numbers this extra condition says that q is exp(2πi/3) or its conjugate, so that the phases collected by the three orderings of a mixed product add up to zero. More generally, (A+B)^n = A^n + B^n for n > 0 if q is a primitive n-th root of unity and the scalars form a domain, that is, a nonzero commutative ring in which a product vanishes only when a factor does.

## Phase bookkeeping in qudit and lattice codes

A simulator for finite-level systems can store a product B^b A^a as two exponents and a phase. Multiplying two such products then relies on the exchange rule:

(B^b A^a)(B^d A^c) = q^(ad) B^(b+d) A^(a+c).

For a non-interacting charged particle on a lattice in a uniform field, let A and B be the magnetic translations by one site in the two directions. The factor q^(mn) is then the phase of the flux through an m by n rectangle of plaquettes.

When 1 + q + q² = 0, the cube identity gives a quick check on routines that build such matrices, but passing it does not establish the exchange relation. For example, if the factors in the defining relation are swapped, q is replaced by its inverse, which also satisfies 1 + q + q² = 0. The exchange rule with m = n = 1 does detect the swap.

## Reordering, expansion and cancellation

**One A through n factors B.** The case n = 0 is trivial. If A B^n = q^n B^n A, then

A B^(n+1) = q^n B^n A B = q^n B^n (q BA) = q^(n+1) B^(n+1) A.

**m factors A.** Again m = 0 is trivial, and

A^(m+1) B^n = A^m (A B^n) = q^n A^m B^n A = q^n q^(mn) B^n A^m A = q^((m+1)n) B^n A^(m+1).

**The ordered expansion.** Define the Gaussian binomials G(n,k) without division, by G(n,0) = 1, G(0,k+1) = 0 and the q-Pascal rule

G(n+1,k+1) = G(n,k) + q^(k+1) G(n,k+1).

By induction on n, the rule gives G(n,k) = 0 for k > n, and then G(n,n) = 1. The claim is

(A+B)^n = Σ G(n,k) B^k A^(n−k), with k from 0 to n.

For n = 0 both sides are 1. For the next power, multiply by A+B on the left. The two kinds of term are

A B^k A^(n−k) = q^k B^k A^(n+1−k),

B B^k A^(n−k) = B^(k+1) A^(n−k).

The coefficient of B^(k+1) A^(n−k) is therefore q^(k+1) G(n,k+1) + G(n,k), which is G(n+1,k+1). The coefficient of A^(n+1) is 1.

**The cube.** The rule gives G(2,1) = 1 + q, and then

G(3,1) = G(2,0) + q G(2,1) = 1 + q + q²,

G(3,2) = G(2,1) + q² G(2,2) = 1 + q + q².

Both mixed terms vanish when this sum does.

**Ratios of coefficients.** Let N(n) = 1 + q + ... + q^(n−1), so that N(n+1) = 1 + q N(n). For general n the cancellation uses

G(n+1,k+1) N(k+1) = N(n+1) G(n,k).

For n = 0 both sides are 1 if k = 0, and 0 otherwise. Suppose the identity holds for n = m and every k. In the next row, k = 0 gives

G(m+2,1) = 1 + q G(m+1,1) = 1 + q N(m+1) = N(m+2).

For k = j+1, the q-Pascal rule gives

G(m+2,j+2) N(j+2) = G(m+1,j+1) N(j+2) + q^(j+2) G(m+1,j+2) N(j+2).

Write N(j+2) = 1 + q N(j+1) in the first term and use the induction hypothesis in both. The right-hand side becomes

G(m+1,j+1) + q N(m+1) [G(m,j) + q^(j+1) G(m,j+1)].

The bracket is G(m+1,j+1), so the total is N(m+2) G(m+1,j+1), as required.

**Primitive roots.** For n = 1 there are no mixed terms. For n > 1 and 0 < k < n, use

N(k)(q−1) = q^k − 1.

The right-hand side is nonzero because q is primitive, so N(k) ≠ 0. The same formula at n gives N(n)(q−1) = 0 with q ≠ 1, so N(n) = 0. The ratio identity now reads G(n,k) N(k) = 0, and in a domain G(n,k) = 0.

The condition q^n = 1 alone is too weak. The Pauli matrices σx and σz have q = −1 and q⁴ = 1, but (σx+σz)⁴ is 4 times the identity, while σx⁴ + σz⁴ is 2 times the identity.

**Weighted sums.** For scalars a and b, the operators aA and bB obey the same relation with the same q. Under the conditions for the n-th power, therefore,

(aA + bB)^n = a^n A^n + b^n B^n.

**Three levels by hand.** Let Z be the clock matrix diag(1, ω, ω²) with ω = exp(2πi/3), and let X be the shift that sends e₀ to e₁, e₁ to e₂ and e₂ to e₀. Then ZX = ω XZ. Applying Z+X repeatedly to e₀ gives

(1, 0, 0) → (1, 1, 0) → (1, 1+ω, 1) → (2, 1+ω+ω², 1+ω+ω²) = (2, 0, 0).

This agrees with Z³ + X³, which is twice the identity.

## The Lean statements and their proofs

In the code, `S` is the operator algebra and `R` the ring of scalars. The hypothesis `h : A * B = q • (B * A)` is the exchange relation, with `•` for multiplication by a scalar. N(n) is `qNumber q n`; some texts use the name q-number for a different expression, symmetric in q and 1/q. G(n,k) is `gaussBinom q n k`, and `range (n + 1)` runs from 0 to n. `IsPrimitiveRoot q n` says that q^n = 1 and that n divides every exponent k with q^k = 1. The letter `ω` denotes a phase, not a frequency.

`mul_pow_reorder` and `pow_mul_pow_reorder` are the two inductions for the exchange rule, whose rewrites apply the exchange relation or an earlier step, move brackets and scalars, and split or collect powers. `gaussBinom_zero`, `gaussBinom_eq_zero` and `gaussBinom_self` supply the edge values of the coefficients.

In `q_binomial`, the steps `hA` and `hB` compute the contributions of a new factor A and a new factor B, and `hP` joins them by the q-Pascal rule. `gaussBinom_absorb` is the ratio identity; its `linear_combination` calls state which multiples of the induction hypotheses, the recursion for N, the value N(1) = 1 and the q-Pascal rule add up to the goal.

`add_pow_of_primitiveRoot` writes n as m+1 and shows in `hmid` that every mixed term is zero. `add_cube` evaluates the two mixed coefficients directly, so it needs no domain and no primitivity. `clock_shift_witness` obtains the properties of ω from Mathlib's result on complex exponentials and compares the two matrix products entry by entry, using ω³ = 1 where the shift wraps around.

```lean
import Mathlib

open Finset

namespace QCommutingOperators

noncomputable section

variable {R S : Type*} [CommRing R] [Ring S] [Algebra R S]

/-- The q-number `1 + q + ... + q^(n-1)`. -/
def qNumber (q : R) (n : ℕ) : R := ∑ i ∈ range n, q ^ i

/-- The Gaussian binomial coefficient, built row by row from the q-Pascal rule. -/
def gaussBinom (q : R) : ℕ → ℕ → R
  | _, 0 => 1
  | 0, _ + 1 => 0
  | n + 1, k + 1 => gaussBinom q n k + q ^ (k + 1) * gaussBinom q n (k + 1)

/-- If `AB = q BA`, moving `A` to the right through `n` factors `B` produces the factor `q^n`. -/
theorem mul_pow_reorder {q : R} {A B : S} (h : A * B = q • (B * A)) (n : ℕ) :
    A * B ^ n = q ^ n • (B ^ n * A) := by
  induction n with
  | zero => simp
  | succ n ih =>
    rw [pow_succ B, ← mul_assoc, ih, smul_mul_assoc, mul_assoc (B ^ n) A B, h,
      mul_smul_comm, smul_smul, ← pow_succ q, ← mul_assoc]

/-- If `AB = q BA`, exchanging `A^m` with `B^n` produces one factor `q` for each
pair of operators exchanged: `A^m B^n = q^(mn) B^n A^m`. -/
theorem pow_mul_pow_reorder {q : R} {A B : S} (h : A * B = q • (B * A)) (m n : ℕ) :
    A ^ m * B ^ n = q ^ (m * n) • (B ^ n * A ^ m) := by
  induction m with
  | zero => simp
  | succ m ih =>
    rw [show (m + 1) * n = n + m * n by ring, pow_succ A, mul_assoc (A ^ m) A,
      mul_pow_reorder h n, mul_smul_comm, ← mul_assoc (A ^ m), ih, smul_mul_assoc,
      smul_smul, mul_assoc (B ^ n), ← pow_add q]

/-- The Gaussian binomial with lower entry zero is one. -/
theorem gaussBinom_zero (q : R) (n : ℕ) : gaussBinom q n 0 = 1 := by
  cases n <;> simp [gaussBinom]

/-- The Gaussian binomial vanishes when the lower entry exceeds the upper one. -/
theorem gaussBinom_eq_zero (q : R) (n : ℕ) : ∀ k, n < k → gaussBinom q n k = 0 := by
  induction n with
  | zero =>
    intro k hk
    obtain ⟨j, rfl⟩ : ∃ j, k = j + 1 := ⟨k - 1, by omega⟩
    simp [gaussBinom]
  | succ n ih =>
    intro k hk
    obtain ⟨j, rfl⟩ : ∃ j, k = j + 1 := ⟨k - 1, by omega⟩
    simp [gaussBinom, ih j (by omega), ih (j + 1) (by omega)]

/-- The Gaussian binomial with equal entries is one. -/
theorem gaussBinom_self (q : R) (n : ℕ) : gaussBinom q n n = 1 := by
  induction n with
  | zero => simp [gaussBinom]
  | succ n ih => simp [gaussBinom, ih, gaussBinom_eq_zero q n (n + 1) (by omega)]

/-- The q-binomial theorem: if `AB = q BA`, then `(A+B)^n` is the sum of the ordered products
`B^k A^(n-k)` weighted by Gaussian binomials. -/
theorem q_binomial {q : R} {A B : S} (h : A * B = q • (B * A)) (n : ℕ) :
    (A + B) ^ n = ∑ k ∈ range (n + 1), gaussBinom q n k • (B ^ k * A ^ (n - k)) := by
  induction n with
  | zero => simp [gaussBinom]
  | succ n ih =>
    -- a new factor A must pass through B^k and collects q^k
    have hA : A * ∑ k ∈ range (n + 1), gaussBinom q n k • (B ^ k * A ^ (n - k)) =
        ∑ k ∈ range (n + 1 + 1), (q ^ k * gaussBinom q n k) • (B ^ k * A ^ (n + 1 - k)) := by
      rw [sum_range_succ _ (n + 1), gaussBinom_eq_zero q n (n + 1) (by omega), mul_zero,
        zero_smul, add_zero, mul_sum]
      refine sum_congr rfl fun k hk => ?_
      have hk' : n + 1 - k = (n - k) + 1 := by
        have := mem_range.mp hk
        omega
      rw [hk', pow_succ' A (n - k), mul_smul_comm, ← mul_assoc A (B ^ k),
        mul_pow_reorder h k, smul_mul_assoc, smul_smul, mul_assoc (B ^ k) A,
        mul_comm (q ^ k)]
    -- a new factor B is already in place
    have hB : B * ∑ k ∈ range (n + 1), gaussBinom q n k • (B ^ k * A ^ (n - k)) =
        ∑ k ∈ range (n + 1), gaussBinom q n k • (B ^ (k + 1) * A ^ (n - k)) := by
      rw [mul_sum]
      refine sum_congr rfl fun k _ => ?_
      rw [mul_smul_comm, ← mul_assoc, ← pow_succ']
    -- the q-Pascal rule joins the two contributions
    have hP : ∑ k ∈ range (n + 1),
          gaussBinom q (n + 1) (k + 1) • (B ^ (k + 1) * A ^ (n + 1 - (k + 1))) =
        ∑ k ∈ range (n + 1), gaussBinom q n k • (B ^ (k + 1) * A ^ (n - k)) +
        ∑ k ∈ range (n + 1), (q ^ (k + 1) * gaussBinom q n (k + 1)) •
          (B ^ (k + 1) * A ^ (n + 1 - (k + 1))) := by
      rw [← sum_add_distrib]
      refine sum_congr rfl fun k _ => ?_
      rw [show gaussBinom q (n + 1) (k + 1) =
        gaussBinom q n k + q ^ (k + 1) * gaussBinom q n (k + 1) from rfl,
        add_smul, Nat.add_sub_add_right]
    rw [pow_succ', ih, add_mul, hA, hB, sum_range_succ' _ (n + 1),
      sum_range_succ' _ (n + 1), hP]
    simp only [gaussBinom_zero, pow_zero, one_mul]
    abel

/-- Gaussian binomials in neighbouring rows are related by a ratio of q-numbers, written
here without division. -/
theorem gaussBinom_absorb (q : R) (n : ℕ) : ∀ k,
    gaussBinom q (n + 1) (k + 1) * qNumber q (k + 1) =
      qNumber q (n + 1) * gaussBinom q n k := by
  have hN : ∀ j, qNumber q (j + 1) = q * qNumber q j + 1 := fun j => geom_sum_succ
  induction n with
  | zero => intro k; cases k <;> simp [gaussBinom, qNumber]
  | succ m ih =>
    intro k
    rw [show gaussBinom q (m + 1 + 1) (k + 1) = gaussBinom q (m + 1) k +
      q ^ (k + 1) * gaussBinom q (m + 1) (k + 1) from rfl]
    cases k with
    | zero =>
      have e := ih 0
      have h1 : qNumber q (0 + 1) = 1 := by simp [qNumber]
      rw [gaussBinom_zero] at e ⊢
      linear_combination q * e + h1 - hN (m + 1)
    | succ j =>
      have p : gaussBinom q (m + 1) (j + 1) =
        gaussBinom q m j + q ^ (j + 1) * gaussBinom q m (j + 1) := rfl
      linear_combination gaussBinom q (m + 1) (j + 1) * hN (j + 1) + q * ih j +
        q ^ (j + 2) * ih (j + 1) - gaussBinom q (m + 1) (j + 1) * hN (m + 1) -
        q * qNumber q (m + 1) * p

/-- If `AB = q BA` with `q` a primitive `n`-th root of unity in a domain and `n > 0`, all
mixed terms cancel and `(A+B)^n = A^n + B^n`. -/
theorem add_pow_of_primitiveRoot [IsDomain R] {q : R} {A B : S}
    (h : A * B = q • (B * A)) {n : ℕ} (hn : 0 < n) (hq : IsPrimitiveRoot q n) :
    (A + B) ^ n = A ^ n + B ^ n := by
  obtain ⟨m, rfl⟩ : ∃ m, n = m + 1 := ⟨n - 1, by omega⟩
  have hmid : ∀ k ∈ range m, gaussBinom q (m + 1) (k + 1) •
      (B ^ (k + 1) * A ^ (m + 1 - (k + 1))) = 0 := by
    intro k hk
    have hkm := mem_range.mp hk
    have h0 : qNumber q (m + 1) = 0 := hq.geom_sum_eq_zero (by omega)
    -- a shorter geometric sum cannot vanish, since q is primitive
    have h1 : qNumber q (k + 1) ≠ 0 := by
      intro hz
      have hg : qNumber q (k + 1) * (q - 1) = q ^ (k + 1) - 1 := geom_sum_mul q (k + 1)
      rw [hz, zero_mul] at hg
      have hd := hq.dvd_of_pow_eq_one (k + 1) (sub_eq_zero.mp hg.symm)
      have := Nat.le_of_dvd (by omega) hd
      omega
    have e := gaussBinom_absorb q m k
    rw [h0, zero_mul] at e
    rw [(mul_eq_zero.mp e).resolve_right h1, zero_smul]
  rw [q_binomial h, sum_range_succ, sum_range_succ', sum_eq_zero hmid]
  simp [gaussBinom_zero, gaussBinom_self]

/-- Over any commutative ring, `AB = q BA` and `1 + q + q^2 = 0` give
`(A+B)^3 = A^3 + B^3`. -/
theorem add_cube {q : R} {A B : S} (h : A * B = q • (B * A)) (hq : 1 + q + q ^ 2 = 0) :
    (A + B) ^ 3 = A ^ 3 + B ^ 3 := by
  -- both mixed coefficients equal 1 + q + q^2
  have h1 : gaussBinom q 3 1 = 0 := by
    simp only [gaussBinom]
    linear_combination hq
  have h2 : gaussBinom q 3 2 = 0 := by
    simp only [gaussBinom]
    linear_combination hq
  rw [q_binomial h 3]
  simp [sum_range_succ, h1, h2, gaussBinom_zero, gaussBinom_self]

/-- The phase `exp(2πi/3)`. -/
def ω : ℂ := Complex.exp (2 * Real.pi * Complex.I / 3)

/-- The clock matrix of a three-level system, with diagonal `1, ω, ω^2`. -/
def clock : Matrix (Fin 3) (Fin 3) ℂ := !![1, 0, 0; 0, ω, 0; 0, 0, ω ^ 2]

/-- The shift matrix, which moves each level of a three-level system cyclically to the next. -/
def shift : Matrix (Fin 3) (Fin 3) ℂ := !![0, 0, 1; 1, 0, 0; 0, 1, 0]

/-- The phase `ω` is a primitive cube root of unity with `1 + ω + ω^2 = 0`, and the clock and
shift matrices commute up to the factor `ω`. -/
theorem clock_shift_witness : IsPrimitiveRoot ω 3 ∧ 1 + ω + ω ^ 2 = 0 ∧
    clock * shift = ω • (shift * clock) := by
  have h : IsPrimitiveRoot ω 3 := by
    unfold ω
    exact_mod_cast Complex.isPrimitiveRoot_exp 3 (by norm_num)
  have h3 : ω ^ 3 = 1 := h.pow_eq_one
  refine ⟨h, ?_, ?_⟩
  · simpa [sum_range_succ] using h.geom_sum_eq_zero (by norm_num)
  · ext i j
    fin_cases i <;> fin_cases j <;>
      simp [clock, shift, Matrix.mul_apply, Fin.sum_univ_succ] <;>
      first | ring1 | linear_combination -h3

end

end QCommutingOperators
```

```lean
#print axioms QCommutingOperators.pow_mul_pow_reorder
-- 'QCommutingOperators.pow_mul_pow_reorder' depends on axioms: [propext, Quot.sound]
#print axioms QCommutingOperators.q_binomial
-- 'QCommutingOperators.q_binomial' depends on axioms: [propext, Classical.choice, Quot.sound]
#print axioms QCommutingOperators.add_pow_of_primitiveRoot
-- 'QCommutingOperators.add_pow_of_primitiveRoot' depends on axioms: [propext, Classical.choice, Quot.sound]
#print axioms QCommutingOperators.add_cube
-- 'QCommutingOperators.add_cube' depends on axioms: [propext, Classical.choice, Quot.sound]
```

## Exact relations and stored matrices

The theorems are exact equalities. The exchange rule and the ordered expansion hold for every commutative ring of scalars and all natural exponents, including zero. The cube identity also holds over any commutative ring, while the general n-th power needs a domain and n > 0. Since A and B are arbitrary algebra elements, matrices of every finite size are included, and neither operator has to be invertible.

The clock and shift matrices show that the conditions for the cube are met in a concrete three-level system. They also meet the conditions of the general theorem at n = 3.

The step left to the user is to establish AB = q BA for the operators that a program actually holds. Matrices with rounded entries usually satisfy it only approximately, and the theorems give no bound on how such an error grows with m and n. Truncating the basis can also break the relation. The clock matrix and a shift that does not wrap around still satisfy it. But if the magnetic translations by one site are restricted to the sites (0,0), (1,0) and (1,1), one order of the two steps takes (0,0) to (1,1), while the other passes through the missing site (0,1) and gives zero.

The results concern two operators and their sum. The nearest-neighbour Hamiltonian of a charged particle on a square lattice in a uniform field contains two hopping operators that obey such a relation, but also their adjoints, and the mixed products of a hopping operator with its own adjoint do not cancel by this argument.
